# Element sizes proportional to D^(−1/(2k+3)) minimise a power-law mesh error at fixed element count

Let finitely many cells have volumes v_i > 0 and squared-derivative densities D_i > 0. Cell i is filled with elements of size h_i > 0, each of volume h_i³. For an integer k ≥ 1 and an element budget N > 0, the error

E(h) = ∑ v_i D_i h_i^(2k), subject to ∑ v_i / h_i³ = N,

is minimal exactly when h_i = c D_i^(−1/(2k+3)) for some c > 0. With s_i = D_i^(−1/(2k+3)) and S = ∑ v_i / s_i³, the scale and the minimal error satisfy

c³ = S/N, E³ N^(2k) = S^(2k+3).

## Sizing functions and per-element error

A mesh generator can use this rule to turn estimated derivatives into local element sizes. One element in cell i contributes D_i h_i^(2k+3) to the error, so the optimal mesh gives every element the same contribution, which a code can test directly. In a real-space electronic-structure calculation, D_i could come from derivatives of an orbital; the rule then optimises this interpolation-error model with D_i held fixed, not the total energy.

The form of E is postulated. It stands for the leading squared interpolation error of a smooth function on isotropic elements, with k set by the polynomial degree and the error norm.

## From one polynomial inequality to the optimal mesh

For t > 0 and an integer m ≥ 0,

(m+3)t³ ≤ 3t^(m+3) + m.

At m = 0 this is an equality. If it holds for n, multiplying by t gives 3t^(n+4) ≥ (n+3)t⁴ − nt. The case n+1 follows because

(n+3)t⁴ − nt − (n+4)t³ + (n+1) = (t−1)² [(n+3)t² + (n+2)t + (n+1)] ≥ 0.

The last expression is positive for t ≠ 1, so the inequality is strict when m ≥ 1 and t ≠ 1.

Now let g be an admissible mesh with D_i g_i^(2k+3) = μ in every cell, and h any admissible mesh. Put m = 2k and t = h_i/g_i, and multiply by μ/h_i³:

(2k+3) μ/g_i³ ≤ 3 D_i h_i^(2k) + 2k μ/h_i³.

Multiply by v_i and sum. Both element counts equal N, so

(2k+3) μN ≤ 3E(h) + 2k μN, hence E(h) ≥ μN.

The mesh g attains this bound, since D_i g_i^(2k) = μ/g_i³ gives E(g) = μN. If k ≥ 1 and h differs from g in some cell, that cell makes the bound strict.

Sizes g_i = c s_i satisfy the condition with μ = c^(2k+3), because D_i s_i^(2k+3) = 1. Their count is S/c³, which equals N when c = (S/N)^(1/3). This mesh is therefore the only minimiser. Its error is E = c^(2k+3) N, and cubing gives

E³ N^(2k) = (S/N)^(2k+3) N^(2k+3) = S^(2k+3).

With a single cell, the budget alone fixes h = (v/N)^(1/3), and the error is vD(v/N)^(2k/3). At k = 0 the error is ∑ v_i D_i for every mesh, so uniqueness fails as soon as there are two cells.

## The Lean file

```lean
import Mathlib

open Finset

namespace FiniteElementMeshGrading

noncomputable section

variable {ι : Type*} [Fintype ι]

/-- The power-law model error `∑ v D h^(2k)` of a mesh with local element size `h i` in cell `i`. -/
def meshError (k : ℕ) (v D h : ι → ℝ) : ℝ := ∑ i, v i * D i * h i ^ (2 * k)

/-- The real-valued count of elements, of volume `h i ^ 3` each, in cells of volume `v i`. -/
def elementCount (v h : ι → ℝ) : ℝ := ∑ i, v i / h i ^ 3

/-- An admissible mesh has positive element sizes and a total of `N` elements. -/
def IsMesh (v : ι → ℝ) (N : ℝ) (h : ι → ℝ) : Prop :=
  (∀ i, 0 < h i) ∧ elementCount v h = N

/-- The power-law element size `D ^ (-1/(2k+3))`, before scaling to the element budget. -/
def gradedSize (k : ℕ) (D : ι → ℝ) (i : ι) : ℝ := D i ^ (-(1 / (2 * (k : ℝ) + 3)))

/-- The common factor that scales the power-law sizes to the element budget `N`. -/
def meshScale (k : ℕ) (v D : ι → ℝ) (N : ℝ) : ℝ :=
  (elementCount v (gradedSize k D) / N) ^ (1 / 3 : ℝ)

/-- The power-law mesh scaled to the element budget `N`. -/
def optimalMesh (k : ℕ) (v D : ι → ℝ) (N : ℝ) (i : ι) : ℝ :=
  meshScale k v D N * gradedSize k D i

/-- For `t > 0` and a natural number `m`, `(m+3) t³` is at most `3 t^(m+3) + m`. -/
theorem rescaling_le (m : ℕ) {t : ℝ} (ht : 0 < t) :
    ((m : ℝ) + 3) * t ^ 3 ≤ 3 * t ^ (m + 3) + m := by
  induction m with
  | zero => norm_num
  | succ n ih =>
    have h2 : 0 ≤ (t - 1) ^ 2 * (((n : ℝ) + 3) * t ^ 2 + (n + 2) * t + (n + 1)) := by
      positivity
    have e : t ^ (n + 1 + 3) = t * t ^ (n + 3) := by ring
    rw [e]
    generalize t ^ (n + 3) = y at ih ⊢
    push_cast
    nlinarith [mul_le_mul_of_nonneg_left ih ht.le, h2]

/-- For `t > 0`, the inequality of `rescaling_le` is strict when `m ≥ 1` and `t ≠ 1`. -/
theorem rescaling_lt {m : ℕ} (hm : 1 ≤ m) {t : ℝ} (ht : 0 < t) (h1 : t ≠ 1) :
    ((m : ℝ) + 3) * t ^ 3 < 3 * t ^ (m + 3) + m := by
  obtain ⟨n, rfl⟩ : ∃ n, m = n + 1 := ⟨m - 1, by omega⟩
  have ih := rescaling_le n ht
  have h0 : t - 1 ≠ 0 := sub_ne_zero.mpr h1
  have h2 : 0 < (t - 1) ^ 2 * (((n : ℝ) + 3) * t ^ 2 + (n + 2) * t + (n + 1)) := by
    positivity
  have e : t ^ (n + 1 + 3) = t * t ^ (n + 3) := by ring
  rw [e]
  generalize t ^ (n + 3) = y at ih ⊢
  push_cast
  nlinarith [mul_le_mul_of_nonneg_left ih ht.le, h2]

/-- If `D g^(2k+3) = μ`, the weighted sum `3 D h^(2k) + 2k μ / h³` is at least its value at the
reference size `g`, strictly if `h` differs from `g` and `k ≥ 1`. -/
theorem cell_bound (k : ℕ) {g h D μ : ℝ} (hg : 0 < g) (hh : 0 < h) (hD : 0 < D)
    (hμ : D * g ^ (2 * k + 3) = μ) :
    (2 * (k : ℝ) + 3) * (μ / g ^ 3) ≤ 3 * (D * h ^ (2 * k)) + 2 * k * (μ / h ^ 3) ∧
    (1 ≤ k → h ≠ g →
      (2 * (k : ℝ) + 3) * (μ / g ^ 3) < 3 * (D * h ^ (2 * k)) + 2 * k * (μ / h ^ 3)) := by
  have hμ0 : 0 < μ := by rw [← hμ]; positivity
  have hP : 0 < μ / h ^ 3 := by positivity
  have ht : 0 < h / g := div_pos hh hg
  have a : D * h ^ (2 * k) = μ / h ^ 3 * (h / g) ^ (2 * k + 3) := by
    have hG : g ^ (2 * k + 3) ≠ 0 := by positivity
    rw [← hμ, div_pow, pow_add h (2 * k) 3]
    generalize g ^ (2 * k + 3) = G at hG ⊢
    generalize h ^ (2 * k) = H
    field_simp
  have b : μ / g ^ 3 = μ / h ^ 3 * (h / g) ^ 3 := by
    rw [div_pow]
    field_simp
  rw [a, b]
  constructor
  · have q := mul_le_mul_of_nonneg_left (rescaling_le (2 * k) ht) hP.le
    push_cast at q
    linarith
  · intro hk hne
    have h1 : h / g ≠ 1 := fun H => hne ((div_eq_one_iff_eq hg.ne').mp H)
    have q := mul_lt_mul_of_pos_left (rescaling_lt (by omega : 1 ≤ 2 * k) ht h1) hP
    push_cast at q
    linarith

/-- If `D h^(2k+3)` has the same value `μ` in every cell, the error is `μ` times the number of
elements. -/
theorem meshError_equidistributed {k : ℕ} {v D g : ι → ℝ} {N μ : ℝ} (hg : IsMesh v N g)
    (hμ : ∀ i, D i * g i ^ (2 * k + 3) = μ) : meshError k v D g = μ * N := by
  rw [← hg.2]
  unfold meshError elementCount
  rw [mul_sum]
  refine sum_congr rfl fun i _ => ?_
  have hi := (hg.1 i).ne'
  have e : g i ^ 3 * (v i / g i ^ 3) = v i := by field_simp
  rw [← hμ i, pow_add]
  linear_combination (-(D i * g i ^ (2 * k))) * e

/-- A mesh with `D g^(2k+3)` equal in all cells has the least error for its number of elements, and
every different mesh with the same number has a strictly larger error if `k ≥ 1`. -/
theorem equidistributed_optimal {k : ℕ} {v D g h : ι → ℝ} {N μ : ℝ}
    (hv : ∀ i, 0 < v i) (hD : ∀ i, 0 < D i) (hg : IsMesh v N g) (hh : IsMesh v N h)
    (hμ : ∀ i, D i * g i ^ (2 * k + 3) = μ) :
    meshError k v D g ≤ meshError k v D h ∧
    (1 ≤ k → h ≠ g → meshError k v D g < meshError k v D h) := by
  have s1 : ∑ i, v i * ((2 * (k : ℝ) + 3) * (μ / g i ^ 3)) = (2 * (k : ℝ) + 3) * μ * N := by
    rw [← hg.2]
    unfold elementCount
    rw [mul_sum]
    exact sum_congr rfl fun i _ => by ring
  have s2 : ∑ i, v i * (3 * (D i * h i ^ (2 * k)) + 2 * (k : ℝ) * (μ / h i ^ 3))
      = 3 * meshError k v D h + 2 * (k : ℝ) * μ * N := by
    rw [← hh.2]
    unfold elementCount meshError
    rw [mul_sum, mul_sum, ← sum_add_distrib]
    exact sum_congr rfl fun i _ => by ring
  have cb := fun i => cell_bound k (hg.1 i) (hh.1 i) (hD i) (hμ i)
  have le := fun i => mul_le_mul_of_nonneg_left (cb i).1 (hv i).le
  rw [meshError_equidistributed hg hμ]
  constructor
  · have q := sum_le_sum fun i (_ : i ∈ (univ : Finset ι)) => le i
    rw [s1, s2] at q
    linarith
  · intro hk hne
    -- one cell with a different size makes the summed bound strict
    obtain ⟨j, hj⟩ := Function.ne_iff.mp hne
    have q := sum_lt_sum (fun i (_ : i ∈ (univ : Finset ι)) => le i)
      ⟨j, mem_univ j, mul_lt_mul_of_pos_left ((cb j).2 hk hj) (hv j)⟩
    rw [s1, s2] at q
    linarith

omit [Fintype ι] in
/-- For sizes `c D^(-1/(2k+3))` the product `D h^(2k+3)` is the same in every cell. -/
theorem graded_equidistributes (k : ℕ) {D : ι → ℝ} (hD : ∀ i, 0 < D i) (c : ℝ) (i : ι) :
    D i * (c * gradedSize k D i) ^ (2 * k + 3) = c ^ (2 * k + 3) := by
  have e : D i * gradedSize k D i ^ (2 * k + 3) = 1 := by
    have h0 : 2 * (k : ℝ) + 3 ≠ 0 := by positivity
    have hx : -(1 / (2 * (k : ℝ) + 3)) * ((2 * k + 3 : ℕ) : ℝ) = -1 := by
      push_cast
      field_simp
    unfold gradedSize
    rw [← Real.rpow_natCast, ← Real.rpow_mul (hD i).le, hx, Real.rpow_neg_one,
      mul_inv_cancel₀ (hD i).ne']
  rw [mul_pow]
  linear_combination c ^ (2 * k + 3) * e

/-- The scaled power-law mesh is admissible; its scale is positive, with cube equal to the
element count of the unscaled sizes divided by `N`. -/
theorem optimalMesh_isMesh [Nonempty ι] (k : ℕ) {v D : ι → ℝ} {N : ℝ}
    (hv : ∀ i, 0 < v i) (hD : ∀ i, 0 < D i) (hN : 0 < N) :
    IsMesh v N (optimalMesh k v D N) ∧ 0 < meshScale k v D N ∧
      meshScale k v D N ^ 3 = elementCount v (gradedSize k D) / N := by
  have hs : ∀ i, 0 < gradedSize k D i := fun i => Real.rpow_pos_of_pos (hD i) _
  have hS : 0 < elementCount v (gradedSize k D) :=
    sum_pos (fun i _ => div_pos (hv i) (pow_pos (hs i) 3)) univ_nonempty
  have hc : 0 < meshScale k v D N := Real.rpow_pos_of_pos (div_pos hS hN) _
  have hc3 : meshScale k v D N ^ 3 = elementCount v (gradedSize k D) / N := by
    unfold meshScale
    rw [← Real.rpow_natCast, ← Real.rpow_mul (div_pos hS hN).le]
    norm_num
  refine ⟨⟨fun i => mul_pos hc (hs i), ?_⟩, hc, hc3⟩
  have e : elementCount v (optimalMesh k v D N)
      = elementCount v (gradedSize k D) / meshScale k v D N ^ 3 := by
    unfold elementCount optimalMesh
    rw [sum_div]
    exact sum_congr rfl fun i _ => by rw [mul_pow]; ring
  rw [e, hc3]
  field_simp

/-- For `k ≥ 1` and a fixed number of elements, a mesh minimises the error exactly when its size is
proportional to `D^(-1/(2k+3))`. -/
theorem minimises_iff_graded {k : ℕ} (hk : 1 ≤ k) {v D h : ι → ℝ} {N : ℝ}
    (hv : ∀ i, 0 < v i) (hD : ∀ i, 0 < D i) (hN : 0 < N) (hh : IsMesh v N h) :
    (∀ g, IsMesh v N g → meshError k v D h ≤ meshError k v D g) ↔
      ∃ c : ℝ, 0 < c ∧ ∀ i, h i = c * D i ^ (-(1 / (2 * (k : ℝ) + 3))) := by
  constructor
  · intro hmin
    -- a positive element count needs at least one cell
    have hne : Nonempty ι := by
      by_contra H
      rw [not_nonempty_iff] at H
      have h0 := hh.2
      unfold elementCount at h0
      rw [univ_eq_empty, sum_empty] at h0
      linarith
    obtain ⟨hm, hc, -⟩ := optimalMesh_isMesh k hv hD hN
    have heq : h = optimalMesh k v D N := by
      by_contra H
      exact not_lt_of_ge (hmin _ hm) ((equidistributed_optimal hv hD hm hh
        (graded_equidistributes k hD (meshScale k v D N))).2 hk H)
    exact ⟨meshScale k v D N, hc, fun i => congrFun heq i⟩
  · rintro ⟨c, -, hc⟩ g hg
    refine (equidistributed_optimal (μ := c ^ (2 * k + 3)) hv hD hh hg fun i => ?_).1
    rw [hc i]
    exact graded_equidistributes k hD c i

/-- The error `E` of the scaled power-law mesh obeys `E³ N^(2k) = S^(2k+3)`, where `S` is the
element count of the unscaled sizes. -/
theorem optimal_error [Nonempty ι] (k : ℕ) {v D : ι → ℝ} {N : ℝ}
    (hv : ∀ i, 0 < v i) (hD : ∀ i, 0 < D i) (hN : 0 < N) :
    meshError k v D (optimalMesh k v D N) ^ 3 * N ^ (2 * k)
      = elementCount v (gradedSize k D) ^ (2 * k + 3) := by
  obtain ⟨hm, -, hc3⟩ := optimalMesh_isMesh k hv hD hN
  rw [meshError_equidistributed hm (graded_equidistributes k hD (meshScale k v D N)),
    mul_pow, ← pow_mul, mul_comm (2 * k + 3) 3, pow_mul, hc3, div_pow, mul_assoc,
    ← pow_add, add_comm 3 (2 * k), div_mul_cancel₀ _ (pow_pos hN _).ne']

end

end FiniteElementMeshGrading
```

```lean
#print axioms FiniteElementMeshGrading.minimises_iff_graded
-- 'FiniteElementMeshGrading.minimises_iff_graded' depends on axioms: [propext, Classical.choice, Quot.sound]
#print axioms FiniteElementMeshGrading.optimal_error
-- 'FiniteElementMeshGrading.optimal_error' depends on axioms: [propext, Classical.choice, Quot.sound]
```

## What the theorems cover, and the mesh constraints they omit

The finite type `ι` labels the cells, and `v`, `D` and `h` are real functions on it. `meshError` is E, `elementCount` is the constraint sum, and `IsMesh v N h` requires positive sizes and count `N`. `gradedSize` is s_i, `meshScale` is c, and `optimalMesh` is their product.

`minimises_iff_graded` takes an admissible `h` and proves the equivalence against all admissible meshes. `optimalMesh_isMesh` supplies an admissible power-law mesh, and `optimal_error` gives its error; both assume at least one cell.

The proof follows the derivation. `rescaling_le` and `rescaling_lt` pass the factored polynomial to `nlinarith`, `cell_bound` substitutes t = h_i/g_i, and `equidistributed_optimal` sums over cells. `graded_equidistributes` verifies the condition on D_i g_i^(2k+3). For the forward direction of the equivalence, a minimiser different from `optimalMesh` would have a strictly larger error, a contradiction.

Element counts are real numbers, so v_i/h_i³ need not be an integer. Conformity between neighbouring cells, limits on size jumps and anisotropic elements are absent from the model. Each D_i must be strictly positive; where an estimate vanishes the rule gives no finite size, and a code can impose a maximum element size or a positive floor on D_i.
